# Schoenberg's criterion for a finite table of squared Euclidean distances

Let $n$ be a finite set of sites and $D$ a real matrix indexed by it; points $x_i$ realize $D$ when $D_{ij}=\|x_i-x_j\|^2$ for all $i,j$, so the entries of $D$ are squares of distances. Weights $c_i$ are called neutral when $\sum_i c_i=0$, and for a chosen site $o$ the candidate Gram matrix is $G_{ij}=(D_{io}+D_{oj}-D_{ij})/2$.

```lean
import Mathlib

open Matrix

namespace SchoenbergEmbedding

noncomputable section

variable {n : Type*} [Fintype n] [DecidableEq n]
variable {E : Type*} [NormedAddCommGroup E] [InnerProductSpace ℝ E]

/-- The points `x i` have the entries of `D` as their squared mutual distances. -/
def Realizes {m F : Type*} [NormedAddCommGroup F] (D : Matrix m m ℝ) (x : m → F) : Prop :=
  ∀ i j, D i j = ‖x i - x j‖ ^ 2

/-- The matrix `(D i o + D o j - D i j) / 2` built from a table of squared distances,
with site `o` as origin. -/
def gramAt {m : Type*} (D : Matrix m m ℝ) (o : m) : Matrix m m ℝ :=
  fun i j => (D i o + D o j - D i j) / 2

/-- The weights `v` with the compensating weight `-∑ i, v i` added at site `o`. -/
def neutralize (v : n → ℝ) (o : n) : n → ℝ :=
  v - (∑ i, v i) • Pi.single o 1

omit [DecidableEq n] in
/-- For weights summing to zero, the quadratic form of the squared distances is minus twice
the squared length of the weighted sum of positions. -/
theorem quadratic_eq_neg_dipole {D : Matrix n n ℝ} {x : n → E} (hD : Realizes D x)
    (c : n → ℝ) (hc : ∑ i, c i = 0) :
    c ⬝ᵥ D *ᵥ c = -2 * ‖∑ i, c i • x i‖ ^ 2 := by
  have hnorm : ‖∑ i, c i • x i‖ ^ 2 = ∑ i, c i * ∑ j, c j * inner ℝ (x i) (x j) := by
    rw [← real_inner_self_eq_norm_sq, sum_inner]
    refine Finset.sum_congr rfl fun i _ => ?_
    rw [real_inner_smul_left, inner_sum]
    simp only [real_inner_smul_right]
  -- expand each squared distance; the first term is multiplied by the total weight
  have hrow : ∀ i, (D *ᵥ c) i = ‖x i‖ ^ 2 * ∑ j, c j + ∑ j, ‖x j‖ ^ 2 * c j
      - 2 * ∑ j, c j * inner ℝ (x i) (x j) := by
    intro i
    simp only [Matrix.mulVec, dotProduct, Finset.mul_sum, ← Finset.sum_add_distrib,
      ← Finset.sum_sub_distrib]
    refine Finset.sum_congr rfl fun j _ => ?_
    rw [hD i j, norm_sub_sq_real]
    ring
  calc c ⬝ᵥ D *ᵥ c
      = ∑ i, (c i * (∑ j, ‖x j‖ ^ 2 * c j)
          - 2 * (c i * ∑ j, c j * inner ℝ (x i) (x j))) := by
        refine Finset.sum_congr rfl fun i _ => ?_
        rw [hrow i, hc]
        ring
    _ = -2 * ‖∑ i, c i • x i‖ ^ 2 := by
        rw [Finset.sum_sub_distrib, ← Finset.sum_mul, ← Finset.mul_sum, hc, hnorm]
        ring

/-- Law of cosines: for a realized table of squared distances, `gramAt D o` holds the inner
products of the positions relative to site `o`. -/
theorem gramAt_eq_inner {m : Type*} {D : Matrix m m ℝ} {x : m → E} (hD : Realizes D x)
    (o i j : m) : gramAt D o i j = inner ℝ (x i - x o) (x j - x o) := by
  have h := norm_sub_sq_real (x i - x o) (x j - x o)
  rw [sub_sub_sub_cancel_right] at h
  simp only [gramAt]
  rw [hD i o, hD o j, hD i j, norm_sub_rev (x o) (x j)]
  linarith

/-- The compensated weights sum to zero. -/
theorem sum_neutralize (v : n → ℝ) (o : n) : ∑ i, neutralize v o i = 0 := by
  simp [neutralize, Finset.sum_sub_distrib, ← Finset.mul_sum]

/-- If `D o o = 0`, the quadratic form of `gramAt D o` at `v` is minus one half of that of `D` at
the compensated weights. -/
theorem gramAt_quadratic (D : Matrix n n ℝ) (o : n) (ho : D o o = 0) (v : n → ℝ) :
    v ⬝ᵥ gramAt D o *ᵥ v = -(neutralize v o ⬝ᵥ D *ᵥ neutralize v o) / 2 := by
  have hleft : ∀ w : n → ℝ, neutralize v o ⬝ᵥ w = v ⬝ᵥ w - (∑ i, v i) * w o := by
    intro w
    simp [neutralize, sub_dotProduct, smul_dotProduct]
  have hright : ∀ i, (D *ᵥ neutralize v o) i = (D *ᵥ v) i - (∑ k, v k) * D i o := by
    intro i
    change D i ⬝ᵥ neutralize v o = D i ⬝ᵥ v - _
    rw [dotProduct_comm, hleft, dotProduct_comm]
  have hrow : ∀ i, (gramAt D o *ᵥ v) i
      = (D i o * (∑ k, v k) + (D *ᵥ v) o - (D *ᵥ v) i) / 2 := by
    intro i
    simp only [Matrix.mulVec, dotProduct, gramAt, Finset.mul_sum,
      ← Finset.sum_add_distrib, ← Finset.sum_sub_distrib, Finset.sum_div]
    refine Finset.sum_congr rfl fun j _ => ?_
    ring
  rw [hleft, hright o, ho]
  have hsum : v ⬝ᵥ gramAt D o *ᵥ v + (v ⬝ᵥ D *ᵥ neutralize v o) / 2
      = (∑ i, v i) * ((D *ᵥ v) o / 2) := by
    simp only [dotProduct, Finset.sum_div, ← Finset.sum_add_distrib, Finset.sum_mul]
    refine Finset.sum_congr rfl fun i _ => ?_
    rw [hrow i, hright i]
    ring
  linarith

/-- A real symmetric matrix with nonnegative quadratic form is the matrix of inner products
of some vectors in Euclidean space. -/
theorem exists_gram_vectors (G : Matrix n n ℝ) (hG : G.IsSymm)
    (hpos : ∀ v : n → ℝ, 0 ≤ v ⬝ᵥ G *ᵥ v) :
    ∃ x : n → EuclideanSpace ℝ n, ∀ i j, inner ℝ (x i) (x j) = G i j := by
  have hH : G.IsHermitian := Matrix.IsHermitian.ext fun i j => by simpa using hG.apply i j
  -- the rows of `U` are the orthonormal eigenvectors of `G`
  obtain ⟨U, hUdef⟩ : ∃ U : Matrix n n ℝ, ∀ k i, U k i = hH.eigenvectorBasis k i :=
    ⟨fun k i => hH.eigenvectorBasis k i, fun _ _ => rfl⟩
  have hev : ∀ k, G *ᵥ U k = hH.eigenvalues k • U k := by
    intro k
    have hk : U k = (hH.eigenvectorBasis k).ofLp := funext (hUdef k)
    rw [hk]
    exact hH.mulVec_eigenvectorBasis k
  have hU : U * Uᵀ = 1 := by
    ext k l
    have h := orthonormal_iff_ite.mp hH.eigenvectorBasis.orthonormal k l
    rw [PiLp.inner_apply] at h
    rw [Matrix.mul_apply, Matrix.one_apply, ← h]
    refine Finset.sum_congr rfl fun i _ => ?_
    simp [hUdef, mul_comm]
  have hU' : Uᵀ * U = 1 := mul_eq_one_comm.mp hU
  have hnonneg : ∀ k, 0 ≤ hH.eigenvalues k := by
    intro k
    have h1 : U k ⬝ᵥ U k = 1 := by
      have h := congrFun (congrFun hU k) k
      rw [Matrix.one_apply_eq] at h
      exact h
    have h := hpos (U k)
    rw [hev k, dotProduct_smul, h1, smul_eq_mul, mul_one] at h
    exact h
  -- scale the eigenvector components by the square roots of the eigenvalues
  refine ⟨fun i => WithLp.toLp 2 fun k => √(hH.eigenvalues k) * U k i, fun i j => ?_⟩
  have hGU : ∀ k, (G * Uᵀ) i k = hH.eigenvalues k * U k i := fun k => congrFun (hev k) i
  have hexp : G i j = ∑ k, (G * Uᵀ) i k * U k j := by
    rw [← Matrix.mul_apply, Matrix.mul_assoc, hU', Matrix.mul_one]
  rw [hexp, PiLp.inner_apply]
  refine Finset.sum_congr rfl fun k _ => ?_
  rw [hGU k]
  simp only [RCLike.inner_apply, conj_trivial]
  linear_combination (U k i * U k j) * Real.mul_self_sqrt (hnonneg k)

/-- Schoenberg's theorem: a symmetric matrix with zero diagonal is a table of squared
Euclidean distances exactly when its quadratic form is nonpositive on weights summing to
zero. -/
theorem schoenberg (D : Matrix n n ℝ) (hsymm : D.IsSymm) (hdiag : ∀ i, D i i = 0) :
    (∃ x : n → EuclideanSpace ℝ n, Realizes D x) ↔
      ∀ c : n → ℝ, ∑ i, c i = 0 → c ⬝ᵥ D *ᵥ c ≤ 0 := by
  constructor
  · rintro ⟨x, hx⟩ c hc
    rw [quadratic_eq_neg_dipole hx c hc]
    nlinarith [sq_nonneg ‖∑ i, c i • x i‖]
  · intro h
    rcases isEmpty_or_nonempty n with hn | ⟨⟨o⟩⟩
    · exact ⟨fun _ => 0, fun i => hn.elim i⟩
    have hG : (gramAt D o).IsSymm := by
      ext i j
      simp only [Matrix.transpose_apply, gramAt]
      rw [hsymm.apply o j, hsymm.apply i o, hsymm.apply i j]
      ring
    obtain ⟨x, hx⟩ := exists_gram_vectors (gramAt D o) hG fun v => by
      rw [gramAt_quadratic D o (hdiag o) v]
      linarith [h _ (sum_neutralize v o)]
    -- recover the squared distances from the inner products
    refine ⟨x, fun i j => ?_⟩
    rw [norm_sub_sq_real, ← real_inner_self_eq_norm_sq, ← real_inner_self_eq_norm_sq,
      hx, hx, hx]
    simp only [gramAt]
    linarith [hdiag i, hdiag j, hsymm.apply o i, hsymm.apply o j]

/-- Distances between four sites: site 0 is at distance 1 from the three others, which are
at distance 2 from each other. -/
def starDist : Matrix (Fin 4) (Fin 4) ℝ :=
  !![0, 1, 1, 1; 1, 0, 2, 2; 1, 2, 0, 2; 1, 2, 2, 0]

/-- The distances `starDist` obey every triangle inequality, yet no four points of a real
inner product space have them as mutual distances. -/
theorem triangle_inequality_not_sufficient :
    (∀ i j k, starDist i k ≤ starDist i j + starDist j k) ∧
      ¬ ∃ x : Fin 4 → E, Realizes (fun i j => starDist i j ^ 2) x := by
  constructor
  · intro i j k
    fin_cases i <;> fin_cases j <;> fin_cases k <;> norm_num [starDist]
  · rintro ⟨x, hx⟩
    have h := quadratic_eq_neg_dipole hx ![-3, 1, 1, 1] (by norm_num [Fin.sum_univ_succ])
    -- the weights (-3, 1, 1, 1) give the quadratic form the value 6
    have h6 : (![-3, 1, 1, 1] : Fin 4 → ℝ) ⬝ᵥ
        (fun i j => starDist i j ^ 2 : Matrix (Fin 4) (Fin 4) ℝ) *ᵥ ![-3, 1, 1, 1] = 6 := by
      norm_num [Matrix.mulVec, dotProduct, Fin.sum_univ_succ, starDist]
    rw [h6] at h
    nlinarith [sq_nonneg ‖∑ i, (![-3, 1, 1, 1] : Fin 4 → ℝ) i • x i‖]

end

end SchoenbergEmbedding
```

```lean
#print axioms SchoenbergEmbedding.gramAt_eq_inner
#print axioms SchoenbergEmbedding.schoenberg
#print axioms SchoenbergEmbedding.triangle_inequality_not_sufficient
```

```
'SchoenbergEmbedding.gramAt_eq_inner' depends on axioms: [propext, Classical.choice, Quot.sound]
'SchoenbergEmbedding.schoenberg' depends on axioms: [propext, Classical.choice, Quot.sound]
'SchoenbergEmbedding.triangle_inequality_not_sufficient' depends on axioms: [propext, Classical.choice, Quot.sound]
```

## The criterion and its physical reading

The theorem `schoenberg` takes a symmetric $D$ with zero diagonal and states that two conditions are equivalent: some points in Euclidean space realize $D$, and $c^TDc\le 0$ for every neutral $c$. The first condition speaks of geometry, the second only of the numbers in the table.

If the $c_i$ are read as charges at the positions $x_i$, then $\sum_i c_i x_i$ is their dipole moment. For neutral charges it does not depend on the origin, which is necessary if mutual distances alone are to determine its length. That they do determine it is shown by the identity in the next section. The criterion says that the table must never assign a negative squared length to such a dipole.

For molecular simulation, the result bears on recovering coordinates from interatomic distances, in the restricted case of a complete and exact table for finitely many sites, with no requirement that the points fit into three dimensions.

The Lean objects correspond to this picture as follows.

- `Realizes D x` says that the configuration `x` has the table `D`. Sites may coincide, since an off-diagonal entry may be zero.
- `EuclideanSpace ℝ n` is the space of real vectors with one component per site, equipped with the Euclidean norm. Its dimension is the number of sites.
- `c ⬝ᵥ D *ᵥ c` is $c^TDc$, with both orders of each pair $i\ne j$ counted.
- `hsymm` and `hdiag` are the symmetry and the zero diagonal. They express that distance does not depend on direction and that a site is at distance zero from itself.
- `gramAt D o` is $G$, and `neutralize v o` is the weight vector $v$ with the compensating weight $-\sum_i v_i$ added at $o$.

Nonnegative entries are not assumed. The neutral choice $c_i=1$, $c_j=-1$, with all other weights zero, gives $c^TDc=-2D_{ij}$, so the criterion already forces $D_{ij}\ge0$.

The dimension deserves care in applications. Five sites at mutual distance 1 have $c^TDc=-\sum_i c_i^2$ for neutral $c$ and so pass the test, but they need four dimensions. A molecular geometry needs the further condition that $G$ has rank at most three, which the theorems here do not treat.

## From positions to the inequality

Suppose that the points $x_i$ realize $D$ and that $c$ is neutral. Expanding the squared distances gives

$$
c^TDc=\sum_{i,j}c_ic_j\left(\|x_i\|^2+\|x_j\|^2-2\langle x_i,x_j\rangle\right).
$$

The first two terms each contain the total weight as a factor:

$$
c^TDc=2\Big(\sum_j c_j\Big)\Big(\sum_i c_i\|x_i\|^2\Big)-2\Big\|\sum_i c_ix_i\Big\|^2
=-2\Big\|\sum_i c_ix_i\Big\|^2\le0 .
$$

This is `quadratic_eq_neg_dipole`, proved for points in any real inner product space `E`. In the proof, `hnorm` expands the squared dipole into inner products, and `hrow` expands one component $(Dc)_i$ by means of `norm_sub_sq_real`. The `calc` block then sums over $i$ and uses neutrality twice, once for each term that vanishes. The forward direction of `schoenberg` follows because a square is nonnegative.

## From distances to inner products

For the converse there are no positions yet, only $D$. The form of $G$ comes from the law of cosines. If points did realize $D$, then

$$
\|x_i-x_j\|^2=\|x_i-x_o\|^2+\|x_j-x_o\|^2-2\langle x_i-x_o,\,x_j-x_o\rangle ,
$$

and solving for the inner product gives exactly $G_{ij}$. The lemma `gramAt_eq_inner` records this. It justifies the definition, while the converse itself uses only the algebraic formula for $G$.

A matrix of inner products must have a nonnegative quadratic form on all vectors, whereas the hypothesis concerns neutral ones only. The compensating weight closes this gap. Let $v$ be arbitrary, put $s=\sum_i v_i$, and let $c=v-s\,e_o$, where $e_o$ is the unit vector at site $o$. Then $c$ is neutral, which is `sum_neutralize`, and

$$
c^TDc=v^TDv-s\sum_i v_iD_{io}-s\sum_j D_{oj}v_j+s^2D_{oo}.
$$

The last term vanishes because $D_{oo}=0$. From the definition of $G$,

$$
v^TGv=\tfrac12\Big(s\sum_i v_iD_{io}+s\sum_j D_{oj}v_j-v^TDv\Big)=-\tfrac12\,c^TDc .
$$

The right-hand side is nonnegative by hypothesis. In `gramAt_quadratic`, the steps `hleft` and `hright` insert the compensated weights on the two sides of $D$, `hrow` computes a component of $Gv$, and `hsum` combines them after summation. The final `linarith` compares the two expressions.

## Coordinates from eigenvectors

It remains to find vectors whose inner products are the entries of $G$. Since $G$ is real and symmetric, it has orthonormal eigenvectors $u_k$ with eigenvalues $\lambda_k$. Testing the quadratic form on an eigenvector gives $\lambda_k=u_k^TGu_k\ge0$, so the square roots are real, and one can set

$$
(x_i)_k=\sqrt{\lambda_k}\,u_k(i).
$$

Here $u_k(i)$ is the component of the $k$-th eigenvector at site $i$. Completeness of the eigenvectors, $\sum_k u_k(l)u_k(j)=\delta_{lj}$, yields

$$
\langle x_i,x_j\rangle=\sum_k\lambda_k u_k(i)u_k(j)=\sum_k (Gu_k)(i)\,u_k(j)=\sum_l G_{il}\,\delta_{lj}=G_{ij}.
$$

This is `exists_gram_vectors`. Its step `hnonneg` shows that the eigenvalues are nonnegative, `hexp` is the expansion of $G_{ij}$ by completeness, and the closing `linear_combination` replaces $\sqrt{\lambda_k}\sqrt{\lambda_k}$ by $\lambda_k$.

The distances now follow. Symmetry and the zero diagonal give $G_{ii}=D_{io}$, hence

$$
\|x_i-x_j\|^2=G_{ii}+G_{jj}-2G_{ij}=D_{io}+D_{jo}-(D_{io}+D_{oj}-D_{ij})=D_{ij}.
$$

The reverse direction of `schoenberg` assembles these parts. It first checks that $G$ inherits symmetry from $D$, then obtains the vectors, and ends with the computation just shown. Because the construction needs an origin $o$, the empty set of sites is treated separately, where there is nothing to realize.

## An eigenbasis labelled by the sites

The converse turns on Mathlib's `eigenvectorBasis`, which is available once $G$ is known to be Hermitian. It is an orthonormal basis of `EuclideanSpace ℝ n` whose members are indexed by `n` itself. The label $k$ of an eigenvector therefore has the same type as the label $i$ of a site, although sharing a label does not associate an eigenvector with a site.

This indexing has two consequences. The scaled components $\sqrt{\lambda_k}\,u_k(i)$ form a vector of `EuclideanSpace ℝ n` directly, without renumbering. Moreover, the matrix `U` with entries $U_{ki}=u_k(i)$ is square with equal index types. Orthonormality of the eigenvectors is the statement $UU^T=1$, proved as `hU`. The expansion of $G$ needs completeness, $U^TU=1$, and `mul_eq_one_comm` supplies it, since a one-sided inverse of a finite square matrix is two-sided.

The basis vectors live in `EuclideanSpace ℝ n`, while matrices act on plain functions `n → ℝ`. The two types hold the same components, but their norms are defined differently: the default norm on plain functions is the largest absolute component, which agrees with the Euclidean norm for a single site but not in general. The proof passes to components with `ofLp` for the eigenvalue equation, and `WithLp.toLp 2` puts the finished coordinates back into the space with the Euclidean norm.

## Four sites that obey every triangle inequality

Triangle inequalities do not suffice for a realization. In `starDist`, site 0 is at distance 1 from sites 1, 2 and 3, which are at distance 2 from one another. Every triangle inequality holds, some with equality, such as $2=1+1$.

Geometrically, equality makes site 0 the midpoint of sites 1 and 2, and also of sites 1 and 3. Sites 2 and 3 would then coincide, although their distance is 2. The criterion detects the same conflict with the neutral weights $c=(-3,1,1,1)$. The squared distances are 1 from the centre and 4 between the outer sites, so

$$
c^TDc=2\cdot3\cdot(-3)\cdot1+2\cdot3\cdot4=-18+24=6>0 .
$$

A realization would require $6=-2\|\sum_i c_ix_i\|^2$, which is impossible. The theorem `triangle_inequality_not_sufficient` checks the triangle inequalities case by case with `fin_cases` and derives this contradiction from `quadratic_eq_neg_dipole`. Because that identity holds in every real inner product space, adding dimensions, even infinitely many, cannot accommodate the four sites.
